# A three-function Dirac model in which kinetic balance puts the positive level too low, by order $c^{-4}$

Kinetic balance is no guarantee against levels that are too low: a balanced level can rise when the small-component basis is enlarged. The model below uses units with $\hbar=m=1$ and a momentum matrix element set to 1. With a fixed nonzero coupling $w$ between two small-component functions, its balanced level lies below the full one by an amount that approaches $w^2/(8c^4)$ at large $c$.

```lean
import Mathlib

open Matrix Filter Topology

namespace KineticBalanceProlapse

noncomputable section

/-- The Dirac matrix, with energies counted from the rest energy, in a basis of one large-component
function and two small-component functions; `w` couples the two small functions. -/
def diracMatrix (c w : ℝ) : Matrix (Fin 3) (Fin 3) ℝ :=
  !![0, c, 0; c, -2 * c ^ 2, w; 0, w, -2 * c ^ 2]

/-- The upper-left block of the Dirac matrix: the large function and the first small function. -/
def balancedMatrix (c w : ℝ) : Matrix (Fin 2) (Fin 2) ℝ :=
  (diracMatrix c w).submatrix ![0, 1] ![0, 1]

/-- `x` is an energy level of the matrix `A`: it has a nonzero eigenvector with eigenvalue `x`. -/
def IsLevel {n : ℕ} (A : Matrix (Fin n) (Fin n) ℝ) (x : ℝ) : Prop :=
  ∃ v : Fin n → ℝ, v ≠ 0 ∧ A *ᵥ v = x • v

/-- Kinetic balance: the Dirac matrix sends the large function to `c` times the first small
function. -/
theorem kinetic_balance (c w : ℝ) :
    diracMatrix c w *ᵥ ![1, 0, 0] = c • ![0, 1, 0] := by
  ext i
  fin_cases i <;> simp [diracMatrix, Matrix.mulVec, dotProduct, Fin.sum_univ_succ]

/-- The levels of a matrix are the zeros of its secular determinant. -/
theorem isLevel_iff_det {n : ℕ} (A : Matrix (Fin n) (Fin n) ℝ) (x : ℝ) :
    IsLevel A x ↔ (A - x • (1 : Matrix (Fin n) (Fin n) ℝ)).det = 0 := by
  rw [← Matrix.exists_mulVec_eq_zero_iff]
  unfold IsLevel
  simp only [Matrix.sub_mulVec, Matrix.smul_mulVec, Matrix.one_mulVec, sub_eq_zero]

/-- The secular equation of the full Dirac matrix. -/
theorem dirac_secular (c w x : ℝ) : IsLevel (diracMatrix c w) x ↔
    x * ((x + 2 * c ^ 2) ^ 2 - w ^ 2) = c ^ 2 * (x + 2 * c ^ 2) := by
  have h : (diracMatrix c w - x • (1 : Matrix (Fin 3) (Fin 3) ℝ)).det =
      -(x * ((x + 2 * c ^ 2) ^ 2 - w ^ 2) - c ^ 2 * (x + 2 * c ^ 2)) := by
    rw [Matrix.det_fin_three]
    simp [diracMatrix]
    ring
  rw [isLevel_iff_det, h, neg_eq_zero, sub_eq_zero]

/-- The secular equation of the kinetically balanced block. -/
theorem balanced_secular (c w x : ℝ) :
    IsLevel (balancedMatrix c w) x ↔ x * (x + 2 * c ^ 2) = c ^ 2 := by
  have h : (balancedMatrix c w - x • (1 : Matrix (Fin 2) (Fin 2) ℝ)).det =
      x * (x + 2 * c ^ 2) - c ^ 2 := by
    have hB : balancedMatrix c w = !![0, c; c, -2 * c ^ 2] := by
      ext i j
      fin_cases i <;> fin_cases j <;> rfl
    rw [hB, Matrix.det_fin_two]
    simp
    ring
  rw [isLevel_iff_det, h, sub_eq_zero]

private lemma secular_large (c w b : ℝ) (hb : 1 + |w| ≤ b) :
    c ^ 2 * (b + 2 * c ^ 2) < b * ((b + 2 * c ^ 2) ^ 2 - w ^ 2) := by
  have ha := abs_nonneg w
  have hc := sq_nonneg c
  have hs : 0 < b + 2 * c ^ 2 := by linarith
  have h3 : (1 + 2 * c ^ 2) * (b + 2 * c ^ 2) ≤
      (b + 2 * c ^ 2 - |w|) * (b + 2 * c ^ 2 + |w|) :=
    mul_le_mul (by linarith) (by linarith) hs.le (by linarith)
  have h4 : (b + 2 * c ^ 2 - |w|) * (b + 2 * c ^ 2 + |w|) =
      (b + 2 * c ^ 2) ^ 2 - w ^ 2 := by
    rw [← sq_abs w]; ring
  rw [h4] at h3
  have h5 : 0 ≤ c ^ 2 * (b + 2 * c ^ 2) := mul_nonneg hc hs.le
  have h6 : 0 ≤ (b - 1) * ((b + 2 * c ^ 2) ^ 2 - w ^ 2) :=
    mul_nonneg (by linarith) (by linarith)
  linarith

private lemma secular_gap {c w x : ℝ} (hc : 0 < c) (hx : 0 < x)
    (h : x * ((x + 2 * c ^ 2) ^ 2 - w ^ 2) = c ^ 2 * (x + 2 * c ^ 2)) :
    0 < (x + 2 * c ^ 2) ^ 2 - w ^ 2 := by
  have h1 : 0 < x * ((x + 2 * c ^ 2) ^ 2 - w ^ 2) := by rw [h]; positivity
  exact (mul_pos_iff_of_pos_left hx).1 h1

/-- For `c > 0` the full Dirac matrix has exactly one positive level. -/
theorem dirac_existsUnique {c : ℝ} (hc : 0 < c) (w : ℝ) :
    ∃! x, 0 < x ∧ IsLevel (diracMatrix c w) x := by
  simp only [dirac_secular]
  -- the secular polynomial changes sign between 0 and 1 + |w|
  let f : ℝ → ℝ := fun x => x * ((x + 2 * c ^ 2) ^ 2 - w ^ 2) - c ^ 2 * (x + 2 * c ^ 2)
  have hf : Continuous f := by fun_prop
  have h0 : f 0 < 0 := by
    have h : f 0 = -(2 * c ^ 4) := by simp only [f]; ring
    rw [h]
    exact neg_neg_of_pos (by positivity)
  have h1 : 0 < f (1 + |w|) := sub_pos.2 (secular_large c w _ le_rfl)
  obtain ⟨x, hx, hfx⟩ := intermediate_value_Icc (by positivity : (0 : ℝ) ≤ 1 + |w|)
    hf.continuousOn ⟨h0.le, h1.le⟩
  have hx0 : 0 < x := by
    refine lt_of_le_of_ne hx.1 ?_
    intro h
    rw [← h] at hfx
    linarith
  have ex : x * ((x + 2 * c ^ 2) ^ 2 - w ^ 2) = c ^ 2 * (x + 2 * c ^ 2) := sub_eq_zero.1 hfx
  refine ⟨x, ⟨hx0, ex⟩, ?_⟩
  rintro y ⟨hy0, ey⟩
  -- the difference of two positive roots is multiplied by a positive factor
  have hg := secular_gap hc hx0 ex
  have hc2 : 0 < c ^ 2 := by positivity
  have k1 : (x + 2 * c ^ 2) * (2 * c ^ 2) * (x + 2 * c ^ 2) ≤
      (x + 2 * c ^ 2) * (y + 2 * c ^ 2) * (x + y + 2 * c ^ 2) := by
    gcongr <;> linarith
  have k2 : 0 < 2 * c ^ 2 * ((x + 2 * c ^ 2) ^ 2 - w ^ 2) := by positivity
  have k3 : 0 < (x + 2 * c ^ 2) * (y + 2 * c ^ 2) * (x + y + 2 * c ^ 2)
      - 2 * c ^ 2 * w ^ 2 := by linarith
  have k4 : (y - x) * ((x + 2 * c ^ 2) * (y + 2 * c ^ 2) * (x + y + 2 * c ^ 2)
      - 2 * c ^ 2 * w ^ 2) = 0 := by
    linear_combination (x + 2 * c ^ 2) * ey - (y + 2 * c ^ 2) * ex
  exact sub_eq_zero.1 ((mul_eq_zero.1 k4).resolve_right k3.ne')

/-- For `c > 0` the kinetically balanced block has exactly one positive level. -/
theorem balanced_existsUnique {c : ℝ} (hc : 0 < c) (w : ℝ) :
    ∃! x, 0 < x ∧ IsLevel (balancedMatrix c w) x := by
  simp only [balanced_secular]
  have hc2 : 0 < c ^ 2 := by positivity
  have hr : √(c ^ 4 + c ^ 2) ^ 2 = c ^ 4 + c ^ 2 := Real.sq_sqrt (by positivity)
  have hl : c ^ 2 < √(c ^ 4 + c ^ 2) := Real.lt_sqrt_of_sq_lt (by linarith [pow_mul c 2 2])
  have ex : (√(c ^ 4 + c ^ 2) - c ^ 2) * (√(c ^ 4 + c ^ 2) - c ^ 2 + 2 * c ^ 2) = c ^ 2 := by
    linear_combination hr
  refine ⟨√(c ^ 4 + c ^ 2) - c ^ 2, ⟨sub_pos.2 hl, ex⟩, ?_⟩
  rintro y ⟨hy, ey⟩
  have k : (y - (√(c ^ 4 + c ^ 2) - c ^ 2)) * (y + √(c ^ 4 + c ^ 2) + c ^ 2) = 0 := by
    linear_combination ey - ex
  exact sub_eq_zero.1 ((mul_eq_zero.1 k).resolve_right (by positivity))

/-- An exact relation between any level `E` of the full matrix and any level `E'` of the
balanced block. -/
theorem gap_identity {c w E E' : ℝ} (h : IsLevel (diracMatrix c w) E)
    (h' : IsLevel (balancedMatrix c w) E') :
    (E - E') * ((E + E' + 2 * c ^ 2) * ((E + 2 * c ^ 2) ^ 2 - w ^ 2)) = c ^ 2 * w ^ 2 := by
  rw [dirac_secular] at h
  rw [balanced_secular] at h'
  linear_combination (E + 2 * c ^ 2) * h - ((E + 2 * c ^ 2) ^ 2 - w ^ 2) * h'

/-- For `c > 0`, the positive level of the balanced block lies strictly below that of the full
matrix exactly when the two small functions are coupled. -/
theorem prolapse_iff {c w E E' : ℝ} (hc : 0 < c) (hE : 0 < E) (hE' : 0 < E')
    (h : IsLevel (diracMatrix c w) E) (h' : IsLevel (balancedMatrix c w) E') :
    E' < E ↔ w ≠ 0 := by
  have hg := secular_gap hc hE ((dirac_secular c w E).1 h)
  have hD : 0 < (E + E' + 2 * c ^ 2) * ((E + 2 * c ^ 2) ^ 2 - w ^ 2) :=
    mul_pos (by positivity) hg
  have key := gap_identity h h'
  constructor
  · intro hlt hw
    have hp := mul_pos (sub_pos.2 hlt) hD
    rw [key, hw] at hp
    simp at hp
  · intro hw
    have hp : 0 < c ^ 2 * w ^ 2 := by positivity
    rw [← key] at hp
    exact sub_pos.1 ((mul_pos_iff_of_pos_right hD).1 hp)

/-- If `E c` and `E' c` are positive levels of the full matrix and of the balanced block for every
`c > 0`, then `c⁴ (E c - E' c)` tends to `w² / 8` as `c` tends to infinity. -/
theorem prolapse_limit (w : ℝ) (E E' : ℝ → ℝ)
    (hE : ∀ c, 0 < c → 0 < E c ∧ IsLevel (diracMatrix c w) (E c))
    (hE' : ∀ c, 0 < c → 0 < E' c ∧ IsLevel (balancedMatrix c w) (E' c)) :
    Tendsto (fun c => c ^ 4 * (E c - E' c)) atTop (𝓝 (w ^ 2 / 8)) := by
  have hdiv : ∀ B : ℝ, Tendsto (fun c : ℝ => B / c ^ 2) atTop (𝓝 0) := fun B =>
    tendsto_const_nhds.div_atTop (tendsto_pow_atTop two_ne_zero)
  -- bounded levels are negligible against c²
  have small : ∀ (F : ℝ → ℝ) (B : ℝ), (∀ c, 0 < c → 0 < F c ∧ F c ≤ B) →
      Tendsto (fun c => F c / c ^ 2) atTop (𝓝 0) := by
    intro F B hF
    refine squeeze_zero' ?_ ?_ (hdiv B)
    · filter_upwards [eventually_gt_atTop 0] with c hc
      exact div_nonneg (hF c hc).1.le (sq_nonneg c)
    · filter_upwards [eventually_gt_atTop 0] with c hc
      exact div_le_div_of_nonneg_right (hF c hc).2 (sq_nonneg c)
  have t1 := small E (1 + |w|) (fun c hc => ⟨(hE c hc).1, by
    by_contra hn
    have h1 := secular_large c w (E c) (not_le.1 hn).le
    have h2 := (dirac_secular c w (E c)).1 (hE c hc).2
    linarith⟩)
  have t2 := small E' 1 (fun c hc => ⟨(hE' c hc).1, by
    by_contra hn
    have h2 := (balanced_secular c w (E' c)).1 (hE' c hc).2
    nlinarith [pow_pos hc 2, not_le.1 hn]⟩)
  have t3 := ((t1.const_add 2).add t2).mul (((t1.const_add 2).pow 2).sub ((hdiv w).pow 2))
  have t4 := (tendsto_const_nhds (x := w ^ 2)).div t3 (by norm_num)
  have e8 : w ^ 2 / ((2 + 0 + 0) * ((2 + 0) ^ 2 - 0 ^ 2)) = w ^ 2 / 8 := by norm_num
  rw [e8] at t4
  refine t4.congr' ?_
  filter_upwards [eventually_gt_atTop 0] with c hc
  have hg := secular_gap hc (hE c hc).1 ((dirac_secular c w (E c)).1 (hE c hc).2)
  have hp := (hE c hc).1
  have hp' := (hE' c hc).1
  have key := gap_identity (hE c hc).2 (hE' c hc).2
  have hc0 : c ≠ 0 := hc.ne'
  -- rescale the gap identity by powers of c
  have e : (2 + E c / c ^ 2 + E' c / c ^ 2) * ((2 + E c / c ^ 2) ^ 2 - (w / c ^ 2) ^ 2) =
      ((E c + E' c + 2 * c ^ 2) * ((E c + 2 * c ^ 2) ^ 2 - w ^ 2)) / c ^ 6 := by
    field_simp
    ring
  have hD : 0 < ((E c + E' c + 2 * c ^ 2) * ((E c + 2 * c ^ 2) ^ 2 - w ^ 2)) / c ^ 6 :=
    div_pos (mul_pos (by positivity) hg) (by positivity)
  change w ^ 2 / ((2 + E c / c ^ 2 + E' c / c ^ 2) *
    ((2 + E c / c ^ 2) ^ 2 - (w / c ^ 2) ^ 2)) = c ^ 4 * (E c - E' c)
  rw [e, div_eq_iff hD.ne', ← mul_div_assoc, eq_div_iff (pow_ne_zero 6 hc0)]
  linear_combination -c ^ 4 * key

/-- Prolapse of order `c⁻⁴`: for `w ≠ 0` and each `c > 0` the full matrix and its kinetically
balanced block have unique positive levels `E c` and `E' c`, with `E' c < E c`, and
`c⁴ (E c - E' c)` tends to `w² / 8` as `c` tends to infinity. -/
theorem kinetic_balance_prolapse {w : ℝ} (hw : w ≠ 0) :
    ∃ E E' : ℝ → ℝ,
      (∀ c, 0 < c →
        (∀ x, (0 < x ∧ IsLevel (diracMatrix c w) x) ↔ x = E c) ∧
        (∀ x, (0 < x ∧ IsLevel (balancedMatrix c w) x) ↔ x = E' c) ∧
        E' c < E c) ∧
      Tendsto (fun c => c ^ 4 * (E c - E' c)) atTop (𝓝 (w ^ 2 / 8)) := by
  -- select the unique positive level for each c
  have select : ∀ P : ℝ → ℝ → Prop, (∀ c, 0 < c → ∃! x, P c x) →
      ∃ F : ℝ → ℝ, ∀ c, 0 < c → ∀ x, P c x ↔ x = F c := by
    intro P hP
    have h : ∀ c, ∃ e, 0 < c → ∀ x, P c x ↔ x = e := by
      intro c
      by_cases hc : 0 < c
      · obtain ⟨e, he, hu⟩ := hP c hc
        exact ⟨e, fun _ x => ⟨fun hx => hu x hx, fun hx => by rw [hx]; exact he⟩⟩
      · exact ⟨0, fun h => absurd h hc⟩
    choose F hF using h
    exact ⟨F, hF⟩
  obtain ⟨E, hE⟩ := select (fun c x => 0 < x ∧ IsLevel (diracMatrix c w) x)
    (fun c hc => dirac_existsUnique hc w)
  obtain ⟨E', hE'⟩ := select (fun c x => 0 < x ∧ IsLevel (balancedMatrix c w) x)
    (fun c hc => balanced_existsUnique hc w)
  have p := fun c hc => (hE c hc (E c)).2 rfl
  have p' := fun c hc => (hE' c hc (E' c)).2 rfl
  exact ⟨E, E', fun c hc => ⟨hE c hc, hE' c hc,
    (prolapse_iff hc (p c hc).1 (p' c hc).1 (p c hc).2 (p' c hc).2).2 hw⟩,
    prolapse_limit w E E' p p'⟩

end

end KineticBalanceProlapse
```

```lean
#print axioms KineticBalanceProlapse.kinetic_balance
#print axioms KineticBalanceProlapse.kinetic_balance_prolapse
```

```
'KineticBalanceProlapse.kinetic_balance' depends on axioms: [propext, Classical.choice, Quot.sound]
'KineticBalanceProlapse.kinetic_balance_prolapse' depends on axioms: [propext, Classical.choice, Quot.sound]
```

## One large function, two small ones

Take units with $\hbar=m=1$ and count energies from the rest energy. The basis is orthonormal: a large-component function $\chi_0$ and two small-component functions $\chi_1,\chi_2$, numbered as Lean numbers the rows. The matrix `diracMatrix c w` is

$$H=\begin{pmatrix}0&c&0\\ c&-2c^2&w\\ 0&w&-2c^2\end{pmatrix}.$$

The entry $c$ stands for $c\,\boldsymbol\sigma\cdot\mathbf p$ between $\chi_0$ and $\chi_1$, with the momentum matrix element set to 1. The entry $-2c^2$ is the usual shift of the small components. The number $w$ is the matrix element of the potential between $\chi_1$ and $\chi_2$, and therefore stays fixed as $c$ grows. The diagonal elements of the potential are set to zero.

The theorem `kinetic_balance` says that $H\chi_0=c\,\chi_1$. Within this space, $\chi_1$ is thus the small function that kinetic balance assigns to $\chi_0$. Keeping only these two functions gives `balancedMatrix c w`, defined as the upper-left $2\times2$ block of $H$; its entries don't depend on $w$.

`IsLevel A x` means that $Av=xv$ for some nonzero real vector $v$. No overlap matrix appears, because the basis is orthonormal.

## What is proved about the two levels

The final theorem, `kinetic_balance_prolapse`, assumes $w\neq0$ and provides two functions of $c$, written $E$ and $E'$. For every $c>0$, $E(c)$ is the only positive level of $H$, $E'(c)$ is the only positive level of the block, and $E'(c)<E(c)$. Moreover,

$$c^4\,(E(c)-E'(c))\to\frac{w^2}{8}\qquad(c\to\infty).$$

No upper bound on $|w|$ is needed, although reading $E$ as an electron level makes sense when $2c^2$ is large compared with $|w|$. By `prolapse_iff`, the strict inequality holds exactly when $w\neq0$.

Prolapse usually means falling below the exact Dirac energy. The reference here is the level of the full $3\times3$ matrix, so the result shows, for one electron in a three-function space, that kinetic balance alone does not prevent a level from lying below that of a larger small-component basis.

Perturbation theory makes the size plausible. The positive state has an amplitude of about $1/(2c)$ on $\chi_1$, and therefore couples to $\chi_2$ with strength $w/(2c)$. Since $\chi_2$ lies about $2c^2$ lower, it pushes the level up by $(w/2c)^2/(2c^2)=w^2/(8c^4)$. The balanced block lacks this push.

## Secular equations and the single positive root

A number $x$ is a level exactly when $\det(A-x)=0$, which is `isLevel_iff_det`. For $H$, expanding along the first row gives

$$\det(H-x)=-x\big[(x+2c^2)^2-w^2\big]+c^2(x+2c^2).$$

The two secular equations, `dirac_secular` and `balanced_secular`, are therefore

$$E\big[(E+2c^2)^2-w^2\big]=c^2(E+2c^2),\qquad E'(E'+2c^2)=c^2.$$

The second is quadratic, with the positive root $E'=\sqrt{c^4+c^2}-c^2$. `balanced_existsUnique` checks this root and, for any positive root $y$, factors the difference of the two equations to show that $y$ equals it.

For the cubic, let $f(x)$ be the left side minus the right side, with $x$ in place of $E$. Then $f(0)=-2c^4<0$. For $b\ge1+|w|$, put $s=b+2c^2$. Since $s-|w|\ge1+2c^2$ and $s+|w|\ge s$,

$$b(s^2-w^2)\ge s^2-w^2\ge(1+2c^2)s>c^2s,$$

so $f(b)>0$. This is `secular_large`. The intermediate value theorem, `intermediate_value_Icc` in the code, then gives a positive root.

Suppose $x$ and $y$ are both positive roots, and now put $s=x+2c^2$, $t=y+2c^2$. Multiplying the equation for $y$ by $s$, that for $x$ by $t$, and subtracting gives

$$(y-x)\big[st(x+y+2c^2)-2c^2w^2\big]=0.$$

The equation for $x$ has a positive right side, so $s^2>w^2$; this is `secular_gap`. Because $t>2c^2$ and $x+y+2c^2>s$, the bracket exceeds $2c^2(s^2-w^2)>0$. Hence $y=x$. In `dirac_existsUnique`, `k4` is the factorisation and `k3` the positivity of the bracket.

## The exact gap and its limit

Multiply the secular equation for $E$ by $E+2c^2$, and the one for $E'$ by $(E+2c^2)^2-w^2$. Subtracting gives

$$\big[E(E+2c^2)-E'(E'+2c^2)\big]\big[(E+2c^2)^2-w^2\big]=c^2(E+2c^2)^2-c^2\big[(E+2c^2)^2-w^2\big].$$

The right side is $c^2w^2$, and the first bracket factors, so

$$(E-E')(E+E'+2c^2)\big[(E+2c^2)^2-w^2\big]=c^2w^2.$$

This is `gap_identity`, and its `linear_combination` line carries out exactly this subtraction. For positive levels and $c>0$, the second and third factors are positive. The sign of $E-E'$ is then that of $c^2w^2$, which proves `prolapse_iff`.

For the limit, solve the identity for the gap and divide numerator and denominator by $c^6$:

$$c^4(E-E')=\frac{w^2}{\left(2+\dfrac{E}{c^2}+\dfrac{E'}{c^2}\right)\left[\left(2+\dfrac{E}{c^2}\right)^2-\left(\dfrac{w}{c^2}\right)^2\right]}.$$

The estimate on $f$ gives $E\le1+|w|$. Also $E'\le1$, since $E'>1$ would make $E'(E'+2c^2)$ larger than $c^2$. Thus $E/c^2$, $E'/c^2$ and $w/c^2$ all tend to zero, and the denominator tends to $2\cdot4=8$.

In `prolapse_limit`, the step `small` squeezes the bounded levels divided by $c^2$ to zero, `t3` takes the limit of the denominator, and the last lines identify the fraction with $c^4(E-E')$. The final theorem selects the unique root for each $c>0$ and combines these results.

## Seeing the shift in a computation

In a program, choose $w\neq0$, diagonalise the $2\times2$ block, add $\chi_2$ while keeping $\chi_0$ fixed, and diagonalise again: the positive level rises. The same comparison can be made in a real basis-set calculation by holding the large-component functions fixed and adding small-component ones.

The difference is delicate numerically. For $c=100$ and $w=1$ it is about $1.25\times10^{-9}$, while the matrix has entries of size $2\times10^4$, so double-precision rounding in the eigenvalues can spoil most of its digits. Dividing $c^2w^2$ by the two positive factors in the gap identity gives the shift without subtracting nearly equal levels.
